# A continuous drive needs a pulse area of at least π to invert a spin one-half

The state is modelled as a function ψ : ℝ → ℂ² that has to obey the Schrödinger equation only on the pulse interval [0, T], with one-sided derivatives at the two ends. The detuning D may be any real function of time for which such a ψ exists, while the complex drive W is assumed continuous. The pulse area is the time integral of |W|, normalised so that |W| is the resonant Rabi frequency, and inversion means transfer from one to the other of the two basis states in which D is diagonal.

In Lean 4 with Mathlib:

```lean
import Mathlib

open Matrix Set
open scoped ComplexConjugate

namespace MinimumPulseArea

noncomputable section

/-- Twice the Hamiltonian (with `ħ = 1`) of a driven spin one-half with detuning `D` and complex
drive `W`. -/
def hamiltonian (D : ℝ) (W : ℂ) : Matrix (Fin 2) (Fin 2) ℂ :=
  !![(D : ℂ), conj W; W, -(D : ℂ)]

/-- The state `ψ` obeys `i ψ' = H ψ / 2` on the time interval `[0, T]`. -/
def Evolves (D : ℝ → ℝ) (W : ℝ → ℂ) (T : ℝ) (ψ : ℝ → Fin 2 → ℂ) : Prop :=
  ∀ t ∈ Icc 0 T, HasDerivWithinAt ψ
    ((-(Complex.I / 2)) • (hamiltonian (D t) (W t) *ᵥ ψ t)) (Icc 0 T) t

/-- The population difference between the two levels. -/
def inversion (v : Fin 2 → ℂ) : ℝ := Complex.normSq (v 0) - Complex.normSq (v 1)

/-- The Schrödinger equation written out for the two amplitudes. -/
theorem evolves_iff {D : ℝ → ℝ} {W : ℝ → ℂ} {T : ℝ} {ψ : ℝ → Fin 2 → ℂ} :
    Evolves D W T ψ ↔ ∀ t ∈ Icc 0 T,
      HasDerivWithinAt (fun s => ψ s 0)
        (-(Complex.I / 2) * (D t * ψ t 0 + conj (W t) * ψ t 1)) (Icc 0 T) t ∧
      HasDerivWithinAt (fun s => ψ s 1)
        (-(Complex.I / 2) * (W t * ψ t 0 + -(D t : ℂ) * ψ t 1)) (Icc 0 T) t := by
  have k0 : ∀ (d : ℝ) (w : ℂ) (v : Fin 2 → ℂ),
      (hamiltonian d w *ᵥ v) 0 = d * v 0 + conj w * v 1 := by
    intro d w v
    simp [hamiltonian, Matrix.mulVec, dotProduct, Fin.sum_univ_two]
  have k1 : ∀ (d : ℝ) (w : ℂ) (v : Fin 2 → ℂ),
      (hamiltonian d w *ᵥ v) 1 = w * v 0 + -(d : ℂ) * v 1 := by
    intro d w v
    simp [hamiltonian, Matrix.mulVec, dotProduct, Fin.sum_univ_two]
  unfold Evolves
  refine forall₂_congr fun t _ => ?_
  rw [hasDerivWithinAt_pi, Fin.forall_fin_two]
  simp only [Pi.smul_apply, smul_eq_mul, k0, k1]

/-- If an amplitude obeys `i f' = z / 2`, its population changes at the rate `Im (f* z)`. -/
theorem population_rate {f : ℝ → ℂ} {z : ℂ} {s : Set ℝ} {t : ℝ}
    (h : HasDerivWithinAt f (-(Complex.I / 2) * z) s t) :
    HasDerivWithinAt (fun x => Complex.normSq (f x)) (conj (f t) * z).im s t := by
  have e : -(Complex.I / 2) * z = ⟨z.im / 2, -z.re / 2⟩ := by
    have e' : -(Complex.I / 2) * z = ((1 / 2 : ℝ) : ℂ) * (-Complex.I * z) := by
      push_cast; ring
    rw [e']
    apply Complex.ext
    · rw [Complex.re_ofReal_mul]
      simp
      ring
    · rw [Complex.im_ofReal_mul]
      simp
      ring
  rw [e] at h
  have hr : HasDerivWithinAt (fun x => (f x).re) (z.im / 2) s t :=
    Complex.reCLM.hasFDerivAt.comp_hasDerivWithinAt t h
  have hi : HasDerivWithinAt (fun x => (f x).im) (-z.re / 2) s t :=
    Complex.imCLM.hasFDerivAt.comp_hasDerivWithinAt t h
  simp only [Complex.normSq_apply]
  refine ((hr.fun_mul hr).fun_add (hi.fun_mul hi)).congr_deriv ?_
  simp only [Complex.mul_im, Complex.conj_re, Complex.conj_im]
  ring

/-- The two populations change at opposite rates, given by the drive and the two amplitudes in a
formula that does not contain the detuning. -/
theorem population_flow {D : ℝ → ℝ} {W : ℝ → ℂ} {T : ℝ} {ψ : ℝ → Fin 2 → ℂ}
    (h : Evolves D W T ψ) {t : ℝ} (ht : t ∈ Icc 0 T) :
    HasDerivWithinAt (fun s => Complex.normSq (ψ s 0))
      (conj (W t * ψ t 0) * ψ t 1).im (Icc 0 T) t ∧
    HasDerivWithinAt (fun s => Complex.normSq (ψ s 1))
      (-(conj (W t * ψ t 0) * ψ t 1).im) (Icc 0 T) t := by
  obtain ⟨h0, h1⟩ := evolves_iff.1 h t ht
  constructor
  · refine (population_rate h0).congr_deriv ?_
    simp only [Complex.add_re, Complex.add_im, Complex.mul_re, Complex.mul_im,
      Complex.conj_re, Complex.conj_im, Complex.ofReal_re, Complex.ofReal_im]
    ring
  · refine (population_rate h1).congr_deriv ?_
    simp only [Complex.add_re, Complex.add_im, Complex.mul_re, Complex.mul_im, Complex.neg_re,
      Complex.neg_im, Complex.conj_re, Complex.conj_im, Complex.ofReal_re, Complex.ofReal_im]
    ring

/-- The total population is conserved. -/
theorem population_conserved {D : ℝ → ℝ} {W : ℝ → ℂ} {T : ℝ} {ψ : ℝ → Fin 2 → ℂ}
    (h : Evolves D W T ψ) {t : ℝ} (ht : t ∈ Icc 0 T) :
    Complex.normSq (ψ t 0) + Complex.normSq (ψ t 1) =
      Complex.normSq (ψ 0 0) + Complex.normSq (ψ 0 1) := by
  have hd : ∀ s ∈ Icc 0 T, HasDerivWithinAt
      (fun s => Complex.normSq (ψ s 0) + Complex.normSq (ψ s 1)) ((fun _ => (0 : ℝ)) s)
      (Icc 0 T) s := fun s hs =>
    ((population_flow h hs).1.fun_add (population_flow h hs).2).congr_deriv (by ring)
  have key := (convex_Icc 0 T).norm_image_sub_le_of_norm_hasDerivWithin_le (C := 0) hd
    (fun _ _ => by simp) ⟨le_rfl, ht.1.trans ht.2⟩ ht
  rw [zero_mul] at key
  exact sub_eq_zero.1 (norm_le_zero_iff.1 key)

/-- If `|a|² + |b|² = 1` and `c² ≤ 1`, then with `z = |a|² - |b|²` the square of `2 c Im ((W a)* b)`
is at most `|W|² (1 - (c z)²)`. -/
theorem rate_bound (W a b : ℂ) {c : ℝ} (hc : c ^ 2 ≤ 1)
    (hn : Complex.normSq a + Complex.normSq b = 1) :
    (c * (2 * (conj (W * a) * b).im)) ^ 2 ≤
      ‖W‖ ^ 2 * (1 - (c * (Complex.normSq a - Complex.normSq b)) ^ 2) := by
  have hF : (conj (W * a) * b).im ^ 2 ≤
      ‖W‖ ^ 2 * Complex.normSq a * Complex.normSq b := by
    have e : Complex.normSq (conj (W * a) * b) =
        ‖W‖ ^ 2 * Complex.normSq a * Complex.normSq b := by
      rw [Complex.normSq_mul, Complex.normSq_conj, Complex.normSq_mul,
        Complex.normSq_eq_norm_sq W]
    rw [← e, Complex.normSq_apply]
    nlinarith [sq_nonneg (conj (W * a) * b).re]
  have h1 := mul_le_mul_of_nonneg_left hF (by positivity : 0 ≤ 4 * c ^ 2)
  have h2 := mul_le_mul_of_nonneg_left hc (sq_nonneg ‖W‖)
  have h3 : 4 * c ^ 2 * (‖W‖ ^ 2 * Complex.normSq a * Complex.normSq b) =
      ‖W‖ ^ 2 * (c ^ 2 - (c * (Complex.normSq a - Complex.normSq b)) ^ 2) := by
    linear_combination
      c ^ 2 * ‖W‖ ^ 2 * (Complex.normSq a + Complex.normSq b + 1) * hn
  linarith

/-- The polar angle of the Bloch vector changes by at most the pulse area,
whatever the detuning. -/
theorem polar_angle_speed_limit {D : ℝ → ℝ} {W : ℝ → ℂ} {T : ℝ} {ψ : ℝ → Fin 2 → ℂ}
    (hT : 0 ≤ T) (hW : ContinuousOn W (Icc 0 T)) (h : Evolves D W T ψ)
    (hn : Complex.normSq (ψ 0 0) + Complex.normSq (ψ 0 1) = 1) :
    |Real.arccos (inversion (ψ T)) - Real.arccos (inversion (ψ 0))| ≤
      ∫ t in (0 : ℝ)..T, ‖W t‖ := by
  have hz : ∀ t ∈ Icc 0 T, HasDerivWithinAt (fun s => inversion (ψ s))
      (2 * (conj (W t * ψ t 0) * ψ t 1).im) (Icc 0 T) t := fun t ht =>
    ((population_flow h ht).1.fun_sub (population_flow h ht).2).congr_deriv (by ring)
  -- shrinking the inversion by a factor c keeps arccos differentiable at the poles
  have main : ∀ c ∈ Ioo (-1 : ℝ) 1, Real.arccos (c * inversion (ψ T)) -
      Real.arccos (c * inversion (ψ 0)) ≤ ∫ t in (0 : ℝ)..T, ‖W t‖ := by
    intro c hc
    have hc2 : c ^ 2 ≤ 1 := by nlinarith [hc.1, hc.2]
    have hlt : ∀ t ∈ Icc 0 T, |c * inversion (ψ t)| < 1 := by
      intro t ht
      have hp := (population_conserved h ht).trans hn
      have hz1 : |inversion (ψ t)| ≤ 1 := by
        unfold inversion
        rw [abs_le]
        constructor <;>
          linarith [Complex.normSq_nonneg (ψ t 0), Complex.normSq_nonneg (ψ t 1)]
      rw [abs_mul]
      have := mul_le_mul_of_nonneg_left hz1 (abs_nonneg c)
      linarith [abs_lt.2 hc]
    refine intervalIntegral.sub_le_integral_of_hasDeriv_right_of_le
      (g := fun t => Real.arccos (c * inversion (ψ t)))
      (g' := fun t => -(1 / √(1 - (c * inversion (ψ t)) ^ 2)) *
        (c * (2 * (conj (W t * ψ t 0) * ψ t 1).im))) hT ?_ ?_ hW.norm.integrableOn_Icc ?_
    · exact Real.continuous_arccos.comp_continuousOn
        (continuousOn_const.mul fun t ht => (hz t ht).continuousWithinAt)
    · intro t ht
      have hl := abs_lt.1 (hlt t (Ioo_subset_Icc_self ht))
      have hd := ((hz t (Ioo_subset_Icc_self ht)).hasDerivAt
        (Icc_mem_nhds ht.1 ht.2)).const_mul c
      exact ((Real.hasDerivAt_arccos hl.1.ne' hl.2.ne).comp t hd).hasDerivWithinAt
    · intro t ht
      have ht' := Ioo_subset_Icc_self ht
      have hl := abs_lt.1 (hlt t ht')
      have hpos : 0 < 1 - (c * inversion (ψ t)) ^ 2 := by nlinarith [hl.1, hl.2]
      have hb := rate_bound (W t) (ψ t 0) (ψ t 1) hc2 ((population_conserved h ht').trans hn)
      have hs : (c * (2 * (conj (W t * ψ t 0) * ψ t 1).im)) ^ 2 ≤
          (‖W t‖ * √(1 - (c * inversion (ψ t)) ^ 2)) ^ 2 := by
        rw [mul_pow ‖W t‖, Real.sq_sqrt hpos.le]
        exact hb
      have hlow := (abs_le.1 (abs_le_of_sq_le_sq hs (by positivity))).1
      have e : ∀ r x : ℝ, -(1 / r) * x = (-x) / r := fun r x => by ring
      simp only [e]
      rw [div_le_iff₀ (Real.sqrt_pos.2 hpos)]
      linarith
  -- the bound survives the limits c → 1 and c → -1
  have hcl : IsClosed {c : ℝ | Real.arccos (c * inversion (ψ T)) -
      Real.arccos (c * inversion (ψ 0)) ≤ ∫ t in (0 : ℝ)..T, ‖W t‖} :=
    isClosed_le ((Real.continuous_arccos.comp (continuous_id.mul continuous_const)).sub
      (Real.continuous_arccos.comp (continuous_id.mul continuous_const))) continuous_const
  have hsub := closure_minimal main hcl
  rw [closure_Ioo (by norm_num : (-1 : ℝ) ≠ 1)] at hsub
  have hp : Real.arccos (1 * inversion (ψ T)) - Real.arccos (1 * inversion (ψ 0)) ≤
      ∫ t in (0 : ℝ)..T, ‖W t‖ :=
    hsub (show (1 : ℝ) ∈ Icc (-1 : ℝ) 1 by constructor <;> norm_num)
  have hm : Real.arccos (-1 * inversion (ψ T)) - Real.arccos (-1 * inversion (ψ 0)) ≤
      ∫ t in (0 : ℝ)..T, ‖W t‖ :=
    hsub (show (-1 : ℝ) ∈ Icc (-1 : ℝ) 1 by constructor <;> norm_num)
  simp only [one_mul] at hp
  simp only [neg_one_mul, Real.arccos_neg] at hm
  rw [abs_le]
  constructor <;> linarith

/-- A pulse that takes the spin from the first basis state to a multiple of the second
has area at least `π`, whatever the detuning. -/
theorem pi_le_area_of_inversion {D : ℝ → ℝ} {W : ℝ → ℂ} {T : ℝ} {ψ : ℝ → Fin 2 → ℂ}
    (hT : 0 ≤ T) (hW : ContinuousOn W (Icc 0 T)) (h : Evolves D W T ψ)
    (h0 : ψ 0 = ![1, 0]) (h1 : ∃ c : ℂ, ψ T = c • ![0, 1]) :
    Real.pi ≤ ∫ t in (0 : ℝ)..T, ‖W t‖ := by
  obtain ⟨c, hc⟩ := h1
  have hn : Complex.normSq (ψ 0 0) + Complex.normSq (ψ 0 1) = 1 := by simp [h0]
  have hp := (population_conserved h ⟨hT, le_rfl⟩).trans hn
  have ha : Complex.normSq (ψ T 0) = 0 := by simp [hc]
  have hi : inversion (ψ 0) = 1 := by simp [inversion, h0]
  have hf : inversion (ψ T) = -1 := by unfold inversion; linarith
  have key := polar_angle_speed_limit hT hW h hn
  rw [hi, hf, Real.arccos_one, Real.arccos_neg_one, sub_zero] at key
  exact (le_abs_self _).trans key

/-- A pulse of area `A ≤ π` acting on the first basis state transfers at most the
population `sin² (A / 2)` to the second. -/
theorem transfer_le_sin_sq {D : ℝ → ℝ} {W : ℝ → ℂ} {T : ℝ} {ψ : ℝ → Fin 2 → ℂ}
    (hT : 0 ≤ T) (hW : ContinuousOn W (Icc 0 T)) (h : Evolves D W T ψ)
    (h0 : ψ 0 = ![1, 0]) (hA : ∫ t in (0 : ℝ)..T, ‖W t‖ ≤ Real.pi) :
    Complex.normSq (ψ T 1) ≤ Real.sin ((∫ t in (0 : ℝ)..T, ‖W t‖) / 2) ^ 2 := by
  have hn : Complex.normSq (ψ 0 0) + Complex.normSq (ψ 0 1) = 1 := by simp [h0]
  have hp := (population_conserved h ⟨hT, le_rfl⟩).trans hn
  have hi : inversion (ψ 0) = 1 := by simp [inversion, h0]
  have key := polar_angle_speed_limit hT hW h hn
  rw [hi, Real.arccos_one, sub_zero] at key
  have hcos := Real.cos_le_cos_of_nonneg_of_le_pi (Real.arccos_nonneg _) hA
    ((le_abs_self _).trans key)
  have q0 := Complex.normSq_nonneg (ψ T 0)
  have q1 := Complex.normSq_nonneg (ψ T 1)
  rw [Real.cos_arccos (by unfold inversion; linarith) (by unfold inversion; linarith)] at hcos
  unfold inversion at hcos
  rw [Real.sin_sq_eq_half_sub, mul_div_cancel₀ _ (two_ne_zero' ℝ)]
  linarith

/-- A drive of constant strength `π / T` whose phase advances at the rate `δ`. -/
def trackingPulse (δ T t : ℝ) : ℂ :=
  ((Real.pi / T : ℝ) : ℂ) * Complex.exp (Complex.I * δ * t)

/-- An explicit spin state with amplitudes `cos (π t / (2 T))` and `sin (π t / (2 T))` up to phase
factors that depend on `δ` and `t`. -/
def trackingState (δ T t : ℝ) : Fin 2 → ℂ :=
  ![Complex.exp (-(Complex.I * δ / 2) * t) * Complex.cos (((Real.pi / T : ℝ) : ℂ) / 2 * t),
    -Complex.I * (Complex.exp (Complex.I * δ / 2 * t) *
      Complex.sin (((Real.pi / T : ℝ) : ℂ) / 2 * t))]

/-- The bound `π` is attained at every constant detuning `δ`: the phase-tracking pulse
inverts the spin and has area exactly `π`. -/
theorem area_pi_attained (δ : ℝ) {T : ℝ} (hT : 0 < T) :
    Evolves (fun _ => δ) (trackingPulse δ T) T (trackingState δ T) ∧
      trackingState δ T 0 = ![1, 0] ∧
      (∃ c : ℂ, trackingState δ T T = c • ![0, 1]) ∧
      ∫ t in (0 : ℝ)..T, ‖trackingPulse δ T t‖ = Real.pi := by
  refine ⟨evolves_iff.2 fun t _ => ?_, by simp [trackingState],
    ⟨-Complex.I * Complex.exp (Complex.I * δ / 2 * T), ?_⟩, ?_⟩
  · have lin : ∀ k : ℂ, HasDerivAt (fun z : ℂ => k * z) k (t : ℂ) := fun k =>
      ((hasDerivAt_id' (t : ℂ)).const_mul k).congr_deriv (mul_one k)
    have hE : Complex.exp (Complex.I * δ / 2 * t) *
        Complex.exp (-(Complex.I * δ / 2) * t) = 1 := by
      rw [← Complex.exp_add, neg_mul, add_neg_cancel, Complex.exp_zero]
    have hW : trackingPulse δ T t = ((Real.pi / T : ℝ) : ℂ) *
        (Complex.exp (Complex.I * δ / 2 * t) * Complex.exp (Complex.I * δ / 2 * t)) := by
      rw [trackingPulse, ← Complex.exp_add]
      congr 2
      ring
    have hc : conj (Complex.exp (Complex.I * δ / 2 * t)) =
        Complex.exp (-(Complex.I * δ / 2) * t) := by
      rw [← Complex.exp_conj]
      congr 1
      simp only [map_mul, map_div₀, Complex.conj_I, Complex.conj_ofReal, map_ofNat]
      ring
    have hWc : conj (trackingPulse δ T t) = ((Real.pi / T : ℝ) : ℂ) *
        (Complex.exp (-(Complex.I * δ / 2) * t) *
          Complex.exp (-(Complex.I * δ / 2) * t)) := by
      rw [hW, map_mul, map_mul, hc, Complex.conj_ofReal]
    have e0 : ∀ s, trackingState δ T s 0 = Complex.exp (-(Complex.I * δ / 2) * s) *
        Complex.cos (((Real.pi / T : ℝ) : ℂ) / 2 * s) := fun _ => rfl
    have e1 : ∀ s, trackingState δ T s 1 = -Complex.I * (Complex.exp (Complex.I * δ / 2 * s) *
        Complex.sin (((Real.pi / T : ℝ) : ℂ) / 2 * s)) := fun _ => rfl
    simp only [e0, e1]
    rw [hWc, hW]
    generalize ((Real.pi / T : ℝ) : ℂ) = w
    constructor
    · refine (((lin _).cexp.fun_mul (lin (w / 2)).ccos).comp_ofReal.congr_deriv
        ?_).hasDerivWithinAt
      linear_combination
        (-(1 / 2) * w * Complex.exp (-(Complex.I * δ / 2) * t) ^ 2 *
          Complex.exp (Complex.I * δ / 2 * t) * Complex.sin (w / 2 * t)) * Complex.I_sq +
        (w / 2 * Complex.exp (-(Complex.I * δ / 2) * t) * Complex.sin (w / 2 * t)) * hE
    · refine ((((lin _).cexp.fun_mul (lin (w / 2)).csin).const_mul
        (-Complex.I)).comp_ofReal.congr_deriv ?_).hasDerivWithinAt
      linear_combination (Complex.I * w / 2 * Complex.exp (Complex.I * δ / 2 * t) *
        Complex.cos (w / 2 * t)) * hE
  · have hT' : (T : ℂ) ≠ 0 := Complex.ofReal_ne_zero.2 hT.ne'
    have harg : ((Real.pi / T : ℝ) : ℂ) / 2 * T = (Real.pi : ℂ) / 2 := by
      push_cast
      field_simp
    unfold trackingState
    rw [harg, Complex.cos_pi_div_two, Complex.sin_pi_div_two]
    ext i
    fin_cases i <;> simp
  · have hnorm : ∀ t, ‖trackingPulse δ T t‖ = Real.pi / T := by
      intro t
      have hre : (Complex.I * δ * t).re = 0 := by simp
      rw [trackingPulse, norm_mul, Complex.norm_exp, hre, Real.exp_zero, mul_one,
        Complex.norm_real, Real.norm_of_nonneg (by positivity)]
    simp only [hnorm]
    rw [intervalIntegral.integral_const, sub_zero, smul_eq_mul]
    field_simp

end

end MinimumPulseArea
```

```lean
#print axioms MinimumPulseArea.pi_le_area_of_inversion
#print axioms MinimumPulseArea.transfer_le_sin_sq
#print axioms MinimumPulseArea.area_pi_attained
```

```
'MinimumPulseArea.pi_le_area_of_inversion' depends on axioms: [propext, Classical.choice, Quot.sound]
'MinimumPulseArea.transfer_le_sin_sq' depends on axioms: [propext, Classical.choice, Quot.sound]
'MinimumPulseArea.area_pi_attained' depends on axioms: [propext, Classical.choice, Quot.sound]
```

## The pulse, the state and the bound

With ħ = 1, `Evolves` says that iψ′ = Hψ/2, where the matrix H, called `hamiltonian`, has rows (D, W*) and (W, −D) and is twice the Hamiltonian. The factor 1/2 fixes the meaning of pulse area: |W| is the resonant Rabi frequency, and the area is

A = ∫₀ᵀ |W(t)| dt.

The theorem `pi_le_area_of_inversion` assumes T ≥ 0, ψ(0) = e0 = (1, 0) and ψ(T) = c e1 with e1 = (0, 1) and some complex c, and concludes A ≥ π. The final phase is free.

For a closed two-level system, this means that no continuous shaping, chirping or detuning can take a qubit from e0 to e1 with area A below π, the area of a resonant π pulse in the rotating frame. This gives a simple check on simulated control pulses, provided W is the full off-diagonal element of H: for a linearly polarised drive kept beyond the rotating-wave approximation, W contains the carrier and A is not the area of the envelope. Relaxation, further levels and drives that jump within the interval are not covered.

## Why the detuning drops out

Write ψ0 and ψ1 for the amplitudes. In components (`evolves_iff`),

ψ0′ = −(i/2)(Dψ0 + W*ψ1)
ψ1′ = −(i/2)(Wψ0 − Dψ1).

If f′ = −(i/2)q, then (|f|²)′ = 2 Re(f*f′) = Im(f*q), which is `population_rate`. Since D is real, D|ψ0|² and D|ψ1|² have no imaginary part, and `population_flow` follows:

(|ψ0|²)′ = F and (|ψ1|²)′ = −F, with F = Im((Wψ0)*ψ1).

The sum of the populations therefore has zero derivative and keeps its initial value, which is 1 for a normalised state (`population_conserved`). The difference z = |ψ0|² − |ψ1|², called `inversion`, obeys z′ = 2F. Because |F| ≤ |W||ψ0||ψ1| and

4|ψ0|²|ψ1|² = (|ψ0|² + |ψ1|²)² − z² = 1 − z²,

we get |z′| ≤ |W|√(1 − z²). The polar angle on the Bloch sphere is θ = arccos z, so away from the poles |θ′| ≤ |W|.

## Getting past the poles

The state starts at one pole and ends at the other, exactly where arccos is not differentiable. The proof of `polar_angle_speed_limit` therefore takes a real number c with |c| < 1 and follows arccos(cz), whose argument never reaches ±1. The lemma `rate_bound` supplies

(cz′)² ≤ |W|²(c² − c²z²) ≤ |W|²(1 − c²z²),

so this angle also grows no faster than |W|. Integration gives

arccos(c z(T)) − arccos(c z(0)) ≤ A.

Both sides are continuous in c, so the set of c satisfying the inequality is closed. It contains (−1, 1), hence also its closure [−1, 1]; this is the step with `closure_minimal`. At c = 1 the inequality reads θ(T) − θ(0) ≤ A. At c = −1, the identity arccos(−x) = π − arccos x turns it into θ(0) − θ(T) ≤ A. Together they give |θ(T) − θ(0)| ≤ A for every normalised initial state.

For the inversion, z(0) = 1, and conservation gives z(T) = −1. The angle changes from 0 to π, so A ≥ π.

## Integrating an inequality in Mathlib

The integration rests on `intervalIntegral.sub_le_integral_of_hasDeriv_right_of_le`. It takes a function g continuous on the closed interval, a right derivative g′ in the interior, and an integrable function φ with g′ ≤ φ there, and returns g(T) − g(0) ≤ ∫φ. Integrability is required of φ = |W| only, where continuity of W provides it. The complicated derivative of arccos(cz) never has to be integrated itself.

## Partial transfer and a pulse that reaches π

If A ≤ π and the spin starts in e0, then θ(T) ≤ A gives z(T) ≥ cos A, and hence

|ψ1(T)|² = (1 − z(T))/2 ≤ (1 − cos A)/2 = sin²(A/2).

This is `transfer_le_sin_sq`.

The bound π is attained at every constant detuning δ when T > 0. In `area_pi_attained` the drive is W = (π/T)e^(iδt), and the state is

ψ0 = e^(−iδt/2) cos(πt/2T)
ψ1 = −i e^(iδt/2) sin(πt/2T).

Differentiating and inserting W confirms both component equations. At t = T the cosine vanishes, and since |W| = π/T throughout, the area is π. The phase of W cancels the detuning: removing the factors e^(−iδt/2) and e^(iδt/2) from the two amplitudes leaves the equations for D = 0 and W = π/T, so this is the resonant π pulse seen in another frame.

## A complex detuning beats the bound

The reality of D matters. Take D = −i and W = 1, which adds loss to the first level and gain to the second. The equations become

ψ0′ = −(ψ0 + iψ1)/2
ψ1′ = (ψ1 − iψ0)/2,

and the solution starting from e0 is ψ(t) = (1 − t/2, −it/2). At T = 2 it equals −i e1, a complete inversion with area 2 < π. The total population is 1/2 at t = 1, so the conservation law used above has failed.
